# In the antiferromagnetic four-site spin-1/2 ring with each diagonal counted twice, the lowest triplet crosses the excited singlet at $J_2=J_1/4$

To ask where the lowest triplet of a frustrated ring of four spins crosses its excited singlet, one must first say what a level of total spin $S$ is. Here it is the energy of an eigenstate $\psi$ of the Hamiltonian with $S^z\psi=S\psi$ and $S^+\psi=0$, the top state of a multiplet. Since $\mathbf S^2=S^-S^++S^z(S^z+1)$, such a state has $\mathbf S^2=S(S+1)$, in units $\hbar=1$. Each multiplet has one top state, and the rotationally invariant Hamiltonian gives all its members the same energy.

The Hamiltonian, with real couplings $J_1$ between neighbours and $J_2$ across the diagonals, is

$$H=\sum_{i=0}^{3}\left(J_1\,\mathbf S_i\cdot\mathbf S_{i+1}+J_2\,\mathbf S_i\cdot\mathbf S_{i+2}\right),\qquad i \bmod 4 .$$

Each diagonal appears twice in the sum. With a coupling $K=2J_2$ counted once per diagonal, the crossing at $J_2=J_1/4$ is at $K=J_1/2$.

The singlet energies are $J_2-2J_1$ and $-3J_2$, and the triplet energies are $J_2-J_1$ and $-J_2$. For $J_2<J_1/2$ the excited singlet is $-3J_2$ and the lowest triplet is $J_2-J_1$; within this range they meet exactly when $J_2=J_1/4$. No lower bound on $J_2$ is needed. For $J_1>0$ the lowest triplet and the excited singlet meet once more outside this range, at $J_2=J_1$, but there they are the other two levels, $-J_2$ and $J_2-2J_1$.

In long $J_1$–$J_2$ chains, a crossing of this kind is used to locate the transition to the dimerised phase, where the marginal cosine term of the sine-Gordon description changes sign; the value $J_1/4$ from the four-site ring is only one finite-size estimate. The step to the infinite chain needs larger rings and an extrapolation.

## The levels from spin exchange

On parallel spins $\mathbf S_i\cdot\mathbf S_j$ gives $1/4$. On antiparallel spins $S_i^zS_j^z$ gives $-1/4$ and the transverse part exchanges them with weight $1/2$. Hence $\mathbf S_i\cdot\mathbf S_j=P_{ij}/2-1/4$, where $P_{ij}$ exchanges the two spins, and

$$H=\tfrac{J_1}{2}(P_{01}+P_{12}+P_{23}+P_{30})+J_2(P_{02}+P_{13})-(J_1+J_2).$$

**Singlets.** With $S^z=0$ there are two down spins. Let $\psi_{ij}=\psi_{ji}$ be the amplitude for finding them at sites $i$ and $j$. The condition $S^+\psi=0$ says $\sum_{j\ne i}\psi_{ij}=0$ for each $i$. Adding the equations for two sites and subtracting the other two gives

$$\psi_{01}=\psi_{23}=u,\quad \psi_{12}=\psi_{03}=v,\quad \psi_{02}=\psi_{13}=w,\quad u+v+w=0.$$

The eigenvalue equation for energy $E$ at $\psi_{02}$ is

$$Ew=J_1(u+v)+2J_2w-(J_1+J_2)w=(J_2-2J_1)w.$$

At $\psi_{01}$ it is

$$Eu=J_1(u+w)+2J_2v-(J_1+J_2)u=-3J_2u+(J_1-2J_2)w.$$

If $w\ne0$, then $E=J_2-2J_1$. If $w=0$, then $v=-u\ne0$ and $E=-3J_2$. The choices $(u,v)=(1,1)$ and $(1,-1)$ satisfy all the equations, including $Ev=J_1w+2J_2u-J_2v$, and realise the two energies. Their normalising factors are $1/\sqrt{12}$ and $1/2$.

**Triplets.** With $S^z=1$ there is one down spin, with amplitude $p_i$ at site $i$, and $S^+\psi=0$ requires $\sum_i p_i=0$. The Hamiltonian gives

$$Ep_i=\tfrac{J_1}{2}(p_{i-1}+p_{i+1})+J_2p_{i+2}.$$

Adding and subtracting opposite sites gives

$$E(p_0+p_2)=(J_2-J_1)(p_0+p_2),\qquad E(p_i-p_{i+2})=-J_2(p_i-p_{i+2}).$$

If $p_0+p_2\ne0$, then $E=J_2-J_1$. Otherwise $p_1+p_3=0$ too, so some difference is nonzero and $E=-J_2$. The states $(1,-1,1,-1)/2$ and $(1,0,-1,0)/\sqrt2$ realise the two energies.

**Comparison.** Both $J_2-2J_1<-3J_2$ and $J_2-J_1<-J_2$ are equivalent to $J_2<J_1/2$, while $J_2-J_1=-3J_2$ means $4J_2=J_1$.

For $J_1=1$ and $J_2=0.1$, the singlets lie at $0.1-2=-1.9$ and $-0.3$, and the lowest triplet at $0.1-1=-0.9$, below the excited singlet. At $J_2=0.25$ both are at $-0.75$. At $J_2=0.4$ the triplet, at $-0.6$, is above the excited singlet, at $-1.2$.

## Spins, Hamiltonian and levels in Lean

```lean
import Mathlib

open Complex

namespace FourSiteRing

noncomputable section
```

A state assigns a complex amplitude to each configuration of sites 0 to 3. Thus `ψ 1 1 0 0` is $\psi_{01}$.

```lean
/-- Amplitudes of four spins 1/2; at each site 0 means up and 1 means down. -/
abbrev State := Fin 2 → Fin 2 → Fin 2 → Fin 2 → ℂ
```

The components x, y, z are numbered 0, 1, 2, and each spin matrix acts on one site's index.

```lean
/-- The spin-1/2 matrices for the x, y and z components, in units of ħ. -/
def spinHalf : Fin 3 → Matrix (Fin 2) (Fin 2) ℂ :=
  ![!![0, 1/2; 1/2, 0], !![0, -I/2; I/2, 0], !![1/2, 0; 0, -1/2]]

/-- Component `α` of the spin at site `i`. -/
def spin (α : Fin 3) (i : Fin 4) (ψ : State) : State := fun a b c d =>
  ![∑ x, spinHalf α a x * ψ x b c d, ∑ x, spinHalf α b x * ψ a x c d,
    ∑ x, spinHalf α c x * ψ a b x d, ∑ x, spinHalf α d x * ψ a b c x] i
```

The scalar product and the Hamiltonian follow the formula above; addition in `Fin 4` is modulo 4.

```lean
/-- The scalar product of the spins at sites `i` and `j`. -/
def bond (i j : Fin 4) (ψ : State) : State := fun a b c d =>
  ∑ α, spin α i (spin α j ψ) a b c d

/-- The sum over `i` mod 4 of `J₁ S_i·S_(i+1) + J₂ S_i·S_(i+2)`. -/
def hamiltonian (J₁ J₂ : ℝ) (ψ : State) : State := fun a b c d =>
  ∑ i : Fin 4, ((J₁ : ℂ) * bond i (i + 1) ψ a b c d + (J₂ : ℂ) * bond i (i + 2) ψ a b c d)

/-- Component `α` of the total spin. -/
def totalSpin (α : Fin 3) (ψ : State) : State := fun a b c d => ∑ i, spin α i ψ a b c d

/-- The total raising operator `S^x + i S^y`. -/
def raising (ψ : State) : State := fun a b c d =>
  totalSpin 0 ψ a b c d + I * totalSpin 1 ψ a b c d
```

The top-state condition defines the levels.

```lean
/-- The top state of a spin-`S` multiplet: nonzero, with `S^z = S`, and annihilated by the
raising operator. -/
def IsHighestWeight (S : ℕ) (ψ : State) : Prop :=
  ψ ≠ 0 ∧ totalSpin 2 ψ = (S : ℂ) • ψ ∧ raising ψ = 0
```

The set `levels` records energy values without multiplicities. Its restriction to real energies loses nothing, because $H$ is Hermitian.

```lean
/-- The energies of the multiplets of total spin `S`. -/
def levels (J₁ J₂ : ℝ) (S : ℕ) : Set ℝ :=
  {E | ∃ ψ, IsHighestWeight S ψ ∧ hamiltonian J₁ J₂ ψ = (E : ℂ) • ψ}
```

## Operators acting on amplitudes

The exchange identity is checked for the four configurations of two spins, using $i^2=-1$ for the y matrices.

```lean
/-- The scalar product of two spins 1/2 is half their exchange minus one quarter. -/
theorem spin_exchange (f : Fin 2 → Fin 2 → ℂ) (a b : Fin 2) :
    ∑ α, ∑ x, spinHalf α a x * (∑ y, spinHalf α b y * f x y) = f b a / 2 - f a b / 4 := by
  revert a b
  simp only [Fin.forall_fin_two]
  refine ⟨⟨?_, ?_⟩, ?_, ?_⟩ <;> simp [spinHalf, Fin.sum_univ_three, Fin.sum_univ_two]
  · linear_combination (f 1 1 / 4) * I_sq
  · linear_combination (-f 1 0 / 4) * I_sq
  · linear_combination (-f 0 1 / 4) * I_sq
  · linear_combination (f 0 0 / 4) * I_sq
```

Applying it to every bond gives the exchange form of $H$.

```lean
/-- The Hamiltonian exchanges spins along the four sides and the two diagonals. -/
theorem hamiltonian_apply (J₁ J₂ : ℝ) (ψ : State) (a b c d : Fin 2) :
    hamiltonian J₁ J₂ ψ a b c d =
      J₁ / 2 * (ψ b a c d + ψ a c b d + ψ a b d c + ψ d b c a)
        + J₂ * (ψ c b a d + ψ a d c b) - (J₁ + J₂) * ψ a b c d := by
  -- neighbours on the ring, mod 4
  have e : (0 + 1 : Fin 4) = 1 ∧ (1 + 1 : Fin 4) = 2 ∧ (2 + 1 : Fin 4) = 3 ∧
      (3 + 1 : Fin 4) = 0 ∧ (0 + 2 : Fin 4) = 2 ∧ (1 + 2 : Fin 4) = 3 ∧
      (2 + 2 : Fin 4) = 0 ∧ (3 + 2 : Fin 4) = 1 := by decide
  simp only [hamiltonian, Fin.sum_univ_four, e]
  simp only [bond, spin, Matrix.cons_val, spin_exchange]
  ring
```

The next two lemmas turn the top-state conditions into the down-spin count and the linear equations used above.

```lean
/-- The total `S^z` is two minus the number of down spins. -/
theorem totalSpin_z (ψ : State) (a b c d : Fin 2) :
    totalSpin 2 ψ a b c d = (2 - ((a.val : ℂ) + b.val + c.val + d.val)) * ψ a b c d := by
  have hs : spinHalf 2 = !![1/2, 0; 0, -1/2] := rfl
  have h : ∀ (f : Fin 2 → ℂ) (a : Fin 2),
      ∑ x, spinHalf 2 a x * f x = (1 / 2 - (a.val : ℂ)) * f a := by
    intro f
    simp only [Fin.forall_fin_two]
    constructor <;> norm_num [hs, Fin.sum_univ_two]
  simp only [totalSpin, Fin.sum_univ_four, spin, Matrix.cons_val, h]
  ring

/-- The raising operator turns one down spin up, summed over the sites. -/
theorem raising_apply (ψ : State) (a b c d : Fin 2) :
    raising ψ a b c d = (if a = 0 then ψ 1 b c d else 0) + (if b = 0 then ψ a 1 c d else 0)
      + (if c = 0 then ψ a b 1 d else 0) + (if d = 0 then ψ a b c 1 else 0) := by
  have h : ∀ (f : Fin 2 → ℂ) (a : Fin 2), (∑ x, spinHalf 0 a x * f x)
      + I * (∑ x, spinHalf 1 a x * f x) = if a = 0 then f 1 else 0 := by
    intro f
    simp only [Fin.forall_fin_two]
    constructor <;> simp [spinHalf, Fin.sum_univ_two]
    · linear_combination (-f 1 / 2) * I_sq
    · linear_combination (f 0 / 2) * I_sq
  simp only [raising, totalSpin, Fin.sum_univ_four, spin, Matrix.cons_val]
  linear_combination h (fun x => ψ x b c d) a + h (fun x => ψ a x c d) b
    + h (fun x => ψ a b x d) c + h (fun x => ψ a b c x) d
```

A nonzero amplitude must therefore sit on a configuration with $2-S$ down spins. This lemma rules out the case in which all the relevant amplitudes vanish.

```lean
/-- The amplitudes of a spin-`S` top state cannot all vanish on the configurations with
`2 - S` down spins. -/
theorem amplitude_ne_zero {S : ℕ} {ψ : State} (h : IsHighestWeight S ψ) :
    ¬ ∀ a b c d : Fin 2, a.val + b.val + c.val + d.val + S = 2 → ψ a b c d = 0 := by
  intro h0
  apply h.1
  funext a b c d
  by_contra hn
  have hne : ψ a b c d ≠ 0 := hn
  have h2 := mul_right_cancel₀ hne ((totalSpin_z ψ a b c d).symm.trans
    (congrArg (fun φ : State => φ a b c d) h.2.1))
  have h3 : ((a.val + b.val + c.val + d.val + S : ℕ) : ℂ) = ((2 : ℕ) : ℂ) := by
    push_cast
    linear_combination -h2
  exact hne (h0 a b c d (by exact_mod_cast h3))
```

## The two spectra

The trial states are left unnormalised.

```lean
/-- Amplitudes `u` and `v` on the two pairs of opposite sides, `-(u + v)` on the diagonals,
for the positions of two down spins. -/
def twoFlip (u v : ℂ) : State :=
  ![![![![0, 0], ![0, u]], ![![0, -(u + v)], ![v, 0]]],
    ![![![0, v], ![-(u + v), 0]], ![![u, 0], ![0, 0]]]]

/-- Amplitudes `p, q, r, s` for a single down spin at sites 0, 1, 2, 3. -/
def oneFlip (p q r s : ℂ) : State :=
  ![![![![0, s], ![r, 0]], ![![q, 0], ![0, 0]]], ![![![p, 0], ![0, 0]], ![![0, 0], ![0, 0]]]]
```

In the singlet proof, `r0` to `r3` are the raising equations, `hx` and `hz` equate opposite amplitudes, and `ey` and `eu` are the equations for $w$ and $u$, the latter after setting $w=0$. If neither factor gives an energy, every amplitude is zero, a contradiction. The converse checks the trial states on all sixteen configurations.

```lean
/-- The singlet energies of the ring are exactly `J₂ - 2 J₁` and `-3 J₂`. -/
theorem singlet_levels (J₁ J₂ : ℝ) : levels J₁ J₂ 0 = {J₂ - 2 * J₁, -3 * J₂} := by
  ext E
  simp only [Set.mem_insert_iff, Set.mem_singleton_iff]
  constructor
  · rintro ⟨ψ, hψ, hE⟩
    have R : ∀ a b c d, _ = (0 : ℂ) := fun a b c d =>
      (raising_apply ψ a b c d).symm.trans (congrArg (fun φ : State => φ a b c d) hψ.2.2)
    have F : ∀ a b c d, _ = (E : ℂ) * ψ a b c d := fun a b c d =>
      (hamiltonian_apply J₁ J₂ ψ a b c d).symm.trans (congrArg (fun φ : State => φ a b c d) hE)
    have r0 : ψ 1 1 0 0 + ψ 1 0 1 0 + ψ 1 0 0 1 = 0 := by simpa using R 1 0 0 0
    have r1 : ψ 1 1 0 0 + ψ 0 1 1 0 + ψ 0 1 0 1 = 0 := by simpa using R 0 1 0 0
    have r2 : ψ 1 0 1 0 + ψ 0 1 1 0 + ψ 0 0 1 1 = 0 := by simpa using R 0 0 1 0
    have r3 : ψ 1 0 0 1 + ψ 0 1 0 1 + ψ 0 0 1 1 = 0 := by simpa using R 0 0 0 1
    -- opposite sides carry equal amplitudes, and so do the two diagonals
    have hx : ψ 1 0 0 1 = ψ 0 1 1 0 := by linear_combination (r0 - r2 - r1 + r3) / 2
    have hz : ψ 0 1 0 1 = ψ 1 0 1 0 := by linear_combination r1 - r0 + hx
    have ey : ((E : ℂ) - (J₂ - 2 * J₁)) * ψ 1 0 1 0 = 0 := by
      linear_combination -F 1 0 1 0 + J₁ / 2 * (r0 + r2)
    rcases mul_eq_zero.1 ey with h | hy
    · left
      exact_mod_cast sub_eq_zero.1 h
    rw [hy] at hz
    have eu : ((E : ℂ) - -3 * J₂) * ψ 1 1 0 0 = 0 := by
      linear_combination -F 1 1 0 0 + J₁ / 2 * (hy + hz) + J₂ * (2 * r0 - 2 * hy - hx)
    rcases mul_eq_zero.1 eu with h | hu
    · right
      exact_mod_cast sub_eq_zero.1 h
    -- otherwise every amplitude vanishes
    have hx0 : ψ 1 0 0 1 = 0 := by linear_combination r0 - hu - hy
    have hv : ψ 0 1 1 0 = 0 := by linear_combination hx0 - hx
    have hw : ψ 0 0 1 1 = 0 := by linear_combination r2 - hy - hv
    refine (amplitude_ne_zero hψ ?_).elim
    simp [Fin.forall_fin_two, hu, hv, hw, hx0, hy, hz]
  · have ne : ∀ v, twoFlip 1 v ≠ 0 := fun v h => by
      simpa [twoFlip] using congrArg (fun φ : State => φ 1 1 0 0) h
    rintro (rfl | rfl)
    on_goal 2 => refine ⟨twoFlip 1 (-1), ⟨ne _, ?_, ?_⟩, ?_⟩
    on_goal 1 => refine ⟨twoFlip 1 1, ⟨ne _, ?_, ?_⟩, ?_⟩
    all_goals
      funext a b c d
      simp only [totalSpin_z, raising_apply, hamiltonian_apply, Pi.smul_apply, smul_eq_mul]
      fin_cases a <;> fin_cases b <;> fin_cases c <;> fin_cases d <;>
        norm_num [twoFlip] <;> ring
```

The triplet proof has the same shape: `e1` is the equation for $p_0+p_2$, and `e2` and `e3` are those for the differences.

```lean
/-- The triplet energies of the ring are exactly `J₂ - J₁` and `-J₂`. -/
theorem triplet_levels (J₁ J₂ : ℝ) : levels J₁ J₂ 1 = {J₂ - J₁, -J₂} := by
  ext E
  simp only [Set.mem_insert_iff, Set.mem_singleton_iff]
  constructor
  · rintro ⟨ψ, hψ, hE⟩
    have F : ∀ a b c d, _ = (E : ℂ) * ψ a b c d := fun a b c d =>
      (hamiltonian_apply J₁ J₂ ψ a b c d).symm.trans (congrArg (fun φ : State => φ a b c d) hE)
    have r : ψ 1 0 0 0 + ψ 0 1 0 0 + ψ 0 0 1 0 + ψ 0 0 0 1 = 0 := by
      simpa using (raising_apply ψ 0 0 0 0).symm.trans
        (congrArg (fun φ : State => φ 0 0 0 0) hψ.2.2)
    -- sums and differences across the diagonals decouple
    have e1 : ((E : ℂ) - (J₂ - J₁)) * (ψ 1 0 0 0 + ψ 0 0 1 0) = 0 := by
      linear_combination -F 1 0 0 0 - F 0 0 1 0 + J₁ * r
    have e2 : ((E : ℂ) - -J₂) * (ψ 1 0 0 0 - ψ 0 0 1 0) = 0 := by
      linear_combination -F 1 0 0 0 + F 0 0 1 0
    have e3 : ((E : ℂ) - -J₂) * (ψ 0 1 0 0 - ψ 0 0 0 1) = 0 := by
      linear_combination -F 0 1 0 0 + F 0 0 0 1
    rcases mul_eq_zero.1 e1 with h | hq
    · left
      exact_mod_cast sub_eq_zero.1 h
    right
    by_contra hne
    have h : (E : ℂ) - -J₂ ≠ 0 := fun h => hne (by exact_mod_cast sub_eq_zero.1 h)
    have d2 := (mul_eq_zero.1 e2).resolve_left h
    have d3 := (mul_eq_zero.1 e3).resolve_left h
    have p0 : ψ 1 0 0 0 = 0 := by linear_combination (hq + d2) / 2
    have p2 : ψ 0 0 1 0 = 0 := by linear_combination (hq - d2) / 2
    have p1 : ψ 0 1 0 0 = 0 := by linear_combination (r - hq + d3) / 2
    have p3 : ψ 0 0 0 1 = 0 := by linear_combination (r - hq - d3) / 2
    apply amplitude_ne_zero hψ
    simp [Fin.forall_fin_two, p0, p1, p2, p3]
  · have ne : ∀ q r s, oneFlip 1 q r s ≠ 0 := fun q r s h => by
      simpa [oneFlip] using congrArg (fun φ : State => φ 1 0 0 0) h
    rintro (rfl | rfl)
    on_goal 2 => refine ⟨oneFlip 1 0 (-1) 0, ⟨ne _ _ _, ?_, ?_⟩, ?_⟩
    on_goal 1 => refine ⟨oneFlip 1 (-1) 1 (-1), ⟨ne _ _ _, ?_, ?_⟩, ?_⟩
    all_goals
      funext a b c d
      simp only [totalSpin_z, raising_apply, hamiltonian_apply, Pi.smul_apply, smul_eq_mul]
      fin_cases a <;> fin_cases b <;> fin_cases c <;> fin_cases d <;>
        norm_num [oneFlip] <;> ring
```

## Order and crossing of the levels

`IsLeast` and `IsGreatest` say that an energy belongs to the set and bounds it from below or above. Once the spectra are inserted, linear arithmetic settles each comparison. The theorem also allows $J_1\le0$, but then no $J_2<J_1/2$ satisfies the crossing condition.

```lean
/-- For `J₂ < J₁/2` the lowest singlet energy is `J₂ - 2 J₁`, the highest singlet energy is `-3 J₂`,
which is strictly larger, and the lowest triplet energy is `J₂ - J₁`. This triplet meets the highest
singlet exactly at `J₂ = J₁/4` and lies below it exactly for `J₂ < J₁/4`. -/
theorem triplet_singlet_crossing {J₁ J₂ : ℝ} (h : J₂ < J₁ / 2) :
    IsLeast (levels J₁ J₂ 0) (J₂ - 2 * J₁) ∧ IsGreatest (levels J₁ J₂ 0) (-3 * J₂) ∧
    J₂ - 2 * J₁ < -3 * J₂ ∧ IsLeast (levels J₁ J₂ 1) (J₂ - J₁) ∧
    (J₂ - J₁ = -3 * J₂ ↔ J₂ = J₁ / 4) ∧ (J₂ - J₁ < -3 * J₂ ↔ J₂ < J₁ / 4) := by
  rw [singlet_levels, triplet_levels]
  refine ⟨⟨Or.inl rfl, ?_⟩, ⟨Or.inr rfl, ?_⟩, by linarith, ⟨Or.inl rfl, ?_⟩,
    by constructor <;> intro _ <;> linarith, by constructor <;> intro _ <;> linarith⟩
  all_goals rintro x (rfl | rfl) <;> linarith
```

From $J_2=J_1/2$ on, the other triplet energy is the lowest; at equality the two coincide.

```lean
/-- For `J₂ ≥ J₁/2` the lowest triplet energy is `-J₂`. -/
theorem lowest_triplet_beyond {J₁ J₂ : ℝ} (h : J₁ / 2 ≤ J₂) :
    IsLeast (levels J₁ J₂ 1) (-J₂) := by
  rw [triplet_levels]
  refine ⟨Or.inr rfl, ?_⟩
  rintro x (rfl | rfl) <;> linarith

end

end FourSiteRing
```

```lean
#print axioms FourSiteRing.triplet_singlet_crossing
#print axioms FourSiteRing.lowest_triplet_beyond
```

```
'FourSiteRing.triplet_singlet_crossing' depends on axioms: [propext, Classical.choice, Quot.sound]
'FourSiteRing.lowest_triplet_beyond' depends on axioms: [propext, Classical.choice, Quot.sound]
```
